# For normalised orbitals and nonzero target energy, the Durand-Barthelat functional vanishes exactly when the energies agree and the orbitals agree up to a phase

## Definitions and conventions

A shape-consistent effective core potential can be obtained by a fit in which a model orbital \(y\) with energy \(e'\) is to reproduce a target pseudo-orbital \(x\) with energy \(e\) as closely as possible. Energies are real, and the overlap is \(S=\langle x,y\rangle\), with complex conjugate \(S^*=\langle y,x\rangle\).

```lean
import Mathlib

open scoped InnerProductSpace
open ComplexConjugate

namespace DurandBarthelat

noncomputable section

variable (𝕜 : Type*) [RCLike 𝕜] {E : Type*} [NormedAddCommGroup E] [InnerProductSpace 𝕜 E]
```

`RCLike 𝕜` makes the scalars real or complex. `E` is an inner-product space over them, of any dimension and not assumed complete. `⟪x, y⟫_𝕜` is \(\langle x,y\rangle\), antilinear in the left slot as in Dirac notation.

```lean
/-- The mismatch operator `O = e' |y⟩⟨y| - e |x⟩⟨x|` between the model orbital `y` with
energy `e'` and the target pseudo-orbital `x` with energy `e`, applied to `v`. -/
def dbOp (e e' : ℝ) (x y v : E) : E :=
  ((e' : 𝕜) * ⟪y, v⟫_𝕜) • y - ((e : 𝕜) * ⟪x, v⟫_𝕜) • x
```

This is the action on a vector \(v\) of \(O=e'|y\rangle\langle y|-e|x\rangle\langle x|\):
\[ Ov=e'\langle y,v\rangle\,y-e\langle x,v\rangle\,x . \]
The dot `•` multiplies a vector by a scalar, and `(e' : 𝕜)` is the real number \(e'\) regarded as a scalar.

```lean
/-- The Durand-Barthelat functional `⟨x| O² |x⟩`. -/
def dbFunctional (e e' : ℝ) (x y : E) : 𝕜 :=
  ⟪x, dbOp 𝕜 e e' x y (dbOp 𝕜 e e' x y x)⟫_𝕜
```

The functional is \(F=\langle x,O(Ox)\rangle\), with values in `𝕜`. No Hamiltonian or potential appears: \(x,y,e,e'\) are free data, and \(y\) is not required to be an eigenvector of anything.

## Closed form

```lean
/-- The mismatch operator is symmetric: `⟨O u, v⟩ = ⟨u, O v⟩`. -/
theorem dbOp_symm (e e' : ℝ) (x y u v : E) :
    ⟪dbOp 𝕜 e e' x y u, v⟫_𝕜 = ⟪u, dbOp 𝕜 e e' x y v⟫_𝕜 := by
  simp only [dbOp, inner_sub_left, inner_sub_right, inner_smul_left, inner_smul_right,
    map_mul, RCLike.conj_ofReal, inner_conj_symm]
  ring
```

For all vectors \(u,v\), \(\langle Ou,v\rangle=\langle u,Ov\rangle\). A scalar pulled out of the left slot is conjugated and the energies are real, so both sides equal \(e'\langle u,y\rangle\langle y,v\rangle-e\langle u,x\rangle\langle x,v\rangle\). `simp only` performs this expansion with the listed rules, and `ring` matches the products.

```lean
/-- The functional is the squared norm of `O x`. -/
theorem dbFunctional_eq_norm_sq (e e' : ℝ) (x y : E) :
    dbFunctional 𝕜 e e' x y = (‖dbOp 𝕜 e e' x y x‖ : 𝕜) ^ 2 := by
  rw [dbFunctional, ← dbOp_symm, inner_self_eq_norm_sq_to_K]
```

Moving one \(O\) to the left slot gives \(F=\langle Ox,Ox\rangle=\|Ox\|^2\), without any normalisation.

```lean
/-- For normalised orbitals with overlap `S = ⟨x, y⟩` the functional equals
`e² - 2 e e' |S|² + e'² |S|²`. -/
theorem dbFunctional_eq (e e' : ℝ) {x y : E} (hx : ‖x‖ = 1) (hy : ‖y‖ = 1) :
    dbFunctional 𝕜 e e' x y =
      ((e ^ 2 - 2 * e * e' * ‖⟪x, y⟫_𝕜‖ ^ 2 + e' ^ 2 * ‖⟪x, y⟫_𝕜‖ ^ 2 : ℝ) : 𝕜) := by
  have hxx : ⟪x, x⟫_𝕜 = 1 := by rw [inner_self_eq_norm_sq_to_K, hx]; simp
  have hyy : ⟪y, y⟫_𝕜 = 1 := by rw [inner_self_eq_norm_sq_to_K, hy]; simp
  -- ⟨y,x⟩⟨x,y⟩ = |S|²
  have h : ⟪y, x⟫_𝕜 * ⟪x, y⟫_𝕜 = (‖⟪x, y⟫_𝕜‖ : 𝕜) ^ 2 := by
    rw [← inner_conj_symm y x]
    exact RCLike.conj_mul _
  simp only [dbFunctional, dbOp, inner_sub_right, inner_smul_right, hxx, hyy]
  push_cast
  linear_combination ((e' : 𝕜) ^ 2 - 2 * (e : 𝕜) * (e' : 𝕜)) * h
```

The hypotheses `hx` and `hy` say \(\|x\|=\|y\|=1\). Then \(Ox=e'S^*y-ex\), so
\[ \langle y,Ox\rangle=(e'-e)S^*,\qquad \langle x,Ox\rangle=e'|S|^2-e, \]
\[ F=e'S\langle y,Ox\rangle-e\langle x,Ox\rangle=e^2-2ee'|S|^2+e'^2|S|^2 . \]
In Lean `‖⟪x, y⟫_𝕜‖` is \(|S|\), and `h` states \(S^*S=|S|^2\). After the expansion, `linear_combination` checks that the two sides differ by \(e'^2-2ee'\) times that identity.

```lean
/-- For normalised orbitals the functional is the energy mismatch `(e - e')² |S|²` plus the
shape mismatch `e² (1 - |S|²)`, and `1 - |S|²` is nonnegative. -/
theorem dbFunctional_split (e e' : ℝ) {x y : E} (hx : ‖x‖ = 1) (hy : ‖y‖ = 1) :
    dbFunctional 𝕜 e e' x y =
      (((e - e') ^ 2 * ‖⟪x, y⟫_𝕜‖ ^ 2 + e ^ 2 * (1 - ‖⟪x, y⟫_𝕜‖ ^ 2) : ℝ) : 𝕜) ∧
    0 ≤ 1 - ‖⟪x, y⟫_𝕜‖ ^ 2 := by
  constructor
  · rw [dbFunctional_eq 𝕜 e e' hx hy]
    push_cast
    ring
  · -- Cauchy-Schwarz
    have hN := norm_inner_le_norm (𝕜 := 𝕜) x y
    rw [hx, hy, mul_one] at hN
    nlinarith [norm_nonneg ⟪x, y⟫_𝕜]
```

Adding and subtracting \(e^2|S|^2\) gives
\[ F=(e-e')^2|S|^2+e^2\,(1-|S|^2), \]
an energy mismatch plus a shape mismatch. The symbol `∧` joins a second claim, \(1-|S|^2\ge0\), which `nlinarith` obtains from Cauchy-Schwarz, \(|S|\le\|x\|\|y\|=1\).

## When the functional vanishes

```lean
/-- Two normalised orbitals have overlap of modulus one exactly when they differ by a phase. -/
theorem overlap_norm_eq_one_iff {x y : E} (hx : ‖x‖ = 1) (hy : ‖y‖ = 1) :
    ‖⟪x, y⟫_𝕜‖ = 1 ↔ ∃ c : 𝕜, ‖c‖ = 1 ∧ y = c • x := by
  have hxx : ⟪x, x⟫_𝕜 = 1 := by rw [inner_self_eq_norm_sq_to_K, hx]; simp
  have hyy : ⟪y, y⟫_𝕜 = 1 := by rw [inner_self_eq_norm_sq_to_K, hy]; simp
  constructor
  · intro hS
    refine ⟨⟪x, y⟫_𝕜, hS, ?_⟩
    have h : ⟪y, x⟫_𝕜 * ⟪x, y⟫_𝕜 = 1 := by
      rw [← inner_conj_symm y x, RCLike.conj_mul, hS]
      simp
    -- the component of y orthogonal to x has squared norm 1 - |S|² = 0
    have h0 : ⟪y - ⟪x, y⟫_𝕜 • x, y - ⟪x, y⟫_𝕜 • x⟫_𝕜 = 0 := by
      simp only [inner_sub_left, inner_sub_right, inner_smul_left, inner_smul_right,
        inner_conj_symm, hxx, hyy]
      linear_combination (-1 : 𝕜) * h
    exact sub_eq_zero.mp (inner_self_eq_zero.mp h0)
  · rintro ⟨c, hc, rfl⟩
    rw [inner_smul_right, hxx, mul_one, hc]
```

For unit vectors, \(|S|=1\) holds exactly when \(y=cx\) for some scalar \(c\) with \(|c|=1\). Forward, take \(c=S\):
\[ \langle y-Sx,\,y-Sx\rangle=1-SS^*-S^*S+|S|^2=1-|S|^2=0, \]
which is `h0`, and therefore \(y=Sx\). Backward, \(S=c\langle x,x\rangle=c\).

```lean
/-- For normalised orbitals and `e ≠ 0` the Durand-Barthelat functional vanishes exactly when
the energies agree and the model orbital equals the target orbital up to a phase. -/
theorem dbFunctional_eq_zero_iff {e : ℝ} (he : e ≠ 0) (e' : ℝ) {x y : E}
    (hx : ‖x‖ = 1) (hy : ‖y‖ = 1) :
    dbFunctional 𝕜 e e' x y = 0 ↔ e' = e ∧ ∃ c : 𝕜, ‖c‖ = 1 ∧ y = c • x := by
  obtain ⟨hF, h1⟩ := dbFunctional_split 𝕜 e e' hx hy
  rw [hF, RCLike.ofReal_eq_zero, ← overlap_norm_eq_one_iff 𝕜 hx hy]
  have hN0 := norm_nonneg ⟪x, y⟫_𝕜
  generalize ‖⟪x, y⟫_𝕜‖ = N at h1 hN0 ⊢
  constructor
  · intro h
    -- both nonnegative terms vanish separately
    have ha : 0 ≤ (e - e') ^ 2 * N ^ 2 := by positivity
    have hb : 0 ≤ e ^ 2 * (1 - N ^ 2) := mul_nonneg (sq_nonneg e) h1
    have hb0 : e ^ 2 * (1 - N ^ 2) = 0 := by linarith
    have hN2 : 1 - N ^ 2 = 0 := (mul_eq_zero.mp hb0).resolve_left (pow_ne_zero 2 he)
    have hfac : (N - 1) * (N + 1) = 0 := by linear_combination (-1 : ℝ) * hN2
    have hN : N = 1 := by
      rcases mul_eq_zero.mp hfac with h' | h' <;> linarith
    have ha0 : (e - e') ^ 2 = 0 := by
      rw [hN] at h
      linear_combination h
    have hee : e - e' = 0 := pow_eq_zero_iff (two_ne_zero) |>.mp ha0
    exact ⟨by linarith, hN⟩
  · rintro ⟨h2, h3⟩
    rw [h2, h3]
    ring
```

The main theorem: for unit \(x,y\), \(e\ne0\) and any real \(e'\), \(F=0\) if and only if \(e'=e\) and \(y=cx\) with \(|c|=1\). The first `rw` inserts the split form and replaces the phase condition by \(|S|=1\); `generalize` then writes \(N\) for \(|S|\), leaving a statement about real numbers. If \(F=0\), the terms that `ha` and `hb` show nonnegative both vanish. Since \(e^2\ne0\), \(1-N^2=0\), so \((N-1)(N+1)=0\), and \(N\ge0\) selects \(N=1\). What remains is \((e-e')^2=0\). Conversely, \(e'=e\) and \(N=1\) make both terms zero.

A fit that reaches \(F=0\) has thus reproduced the chosen orbital energy and orbital, for that one normalised pair with nonzero target energy. The theorem describes the zero set of the functional; whether a given parametrised potential reaches zero, and what a nonzero minimum looks like, is left open.

```lean
/-- Real normalised orbitals with overlap `S` and `e ≠ 0`: the functional equals
`e² - 2 e e' S² + e'² S²`, and it vanishes exactly when `e' = e` and `y = x` or `y = -x`. -/
theorem dbFunctional_real {F : Type*} [NormedAddCommGroup F] [InnerProductSpace ℝ F]
    {e : ℝ} (he : e ≠ 0) (e' : ℝ) {x y : F} (hx : ‖x‖ = 1) (hy : ‖y‖ = 1) :
    dbFunctional ℝ e e' x y =
        e ^ 2 - 2 * e * e' * ⟪x, y⟫_ℝ ^ 2 + e' ^ 2 * ⟪x, y⟫_ℝ ^ 2 ∧
      (dbFunctional ℝ e e' x y = 0 ↔ e' = e ∧ (y = x ∨ y = -x)) := by
  constructor
  · rw [dbFunctional_eq ℝ e e' hx hy, Real.norm_eq_abs, sq_abs]
    rfl
  · rw [dbFunctional_eq_zero_iff ℝ he e' hx hy]
    refine and_congr_right fun _ => ⟨?_, ?_⟩
    · -- a real phase is ±1
      rintro ⟨c, hc, hyc⟩
      rw [Real.norm_eq_abs, abs_eq zero_le_one] at hc
      rcases hc with hc | hc
      · left
        rw [hyc, hc, one_smul]
      · right
        rw [hyc, hc, neg_one_smul]
    · rintro (h | h)
      · exact ⟨1, by simp, by rw [h, one_smul]⟩
      · exact ⟨-1, by simp, by rw [h, neg_one_smul]⟩
```

For real scalars \(|S|^2=S^2\), so the functional equals \(e^2-2ee'S^2+e'^2S^2\). A real \(c\) with \(|c|=1\) is \(\pm1\), so the condition becomes \(e'=e\) together with \(y=x\) or \(y=-x\). In this statement the Lean letter `F` names the real space, not the functional.

```lean
/-- For normalised orbitals and target energy zero, the functional vanishes exactly when the
model energy is zero or the two orbitals are orthogonal. -/
theorem dbFunctional_zero_energy (e' : ℝ) {x y : E} (hx : ‖x‖ = 1) (hy : ‖y‖ = 1) :
    dbFunctional 𝕜 0 e' x y = 0 ↔ e' = 0 ∨ ⟪x, y⟫_𝕜 = 0 := by
  rw [dbFunctional_eq 𝕜 0 e' hx hy, RCLike.ofReal_eq_zero]
  simp
```

For \(e=0\) the closed form reduces to \(e'^2|S|^2\), which vanishes exactly when \(e'=0\) or \(S=0\). In two or more dimensions a unit \(y\) orthogonal to \(x\) then gives zero for any \(e'\), which shows what the hypothesis \(e\ne0\) excludes.

```lean
/-- For a finite family of normalised orbital pairs with nonzero target energies and positive
weights, the weighted sum of the functionals vanishes exactly when every energy is matched
and every model orbital equals its target up to a phase. -/
theorem sum_dbFunctional_eq_zero_iff {ι : Type*} [Fintype ι] (w e e' : ι → ℝ) (x y : ι → E)
    (hw : ∀ i, 0 < w i) (he : ∀ i, e i ≠ 0) (hx : ∀ i, ‖x i‖ = 1) (hy : ∀ i, ‖y i‖ = 1) :
    ∑ i, (w i : 𝕜) * dbFunctional 𝕜 (e i) (e' i) (x i) (y i) = 0 ↔
      ∀ i, e' i = e i ∧ ∃ c : 𝕜, ‖c‖ = 1 ∧ y i = c • x i := by
  -- each term is the nonnegative real number w ‖O x‖²
  have hterm : ∀ i, (w i : 𝕜) * dbFunctional 𝕜 (e i) (e' i) (x i) (y i) =
      ((w i * ‖dbOp 𝕜 (e i) (e' i) (x i) (y i) (x i)‖ ^ 2 : ℝ) : 𝕜) := by
    intro i
    rw [dbFunctional_eq_norm_sq, RCLike.ofReal_mul, RCLike.ofReal_pow]
  rw [Finset.sum_congr rfl fun i _ => hterm i, ← RCLike.ofReal_sum, RCLike.ofReal_eq_zero,
    Finset.sum_eq_zero_iff_of_nonneg fun i _ => mul_nonneg (hw i).le (sq_nonneg _)]
  refine forall_congr' fun i => ?_
  rw [← dbFunctional_eq_zero_iff 𝕜 (he i) (e' i) (hx i) (hy i), dbFunctional_eq_norm_sq]
  simp [(hw i).ne']

end

end DurandBarthelat
```

Here \(i\) runs over a finite set `ι` of orbital pairs \(x_i,y_i\), all normalised, with energies \(e_i\ne0\) and \(e'_i\), weights \(w_i>0\), and for each pair an operator \(O_i\) and functional \(F_i\). Then \(\sum_i w_iF_i=0\) if and only if, for every \(i\), \(e'_i=e_i\) and \(y_i=c_ix_i\) with \(|c_i|=1\); the phase may differ between pairs, and no orthogonality among them is assumed. `hterm` writes each term as \(w_i\|O_ix_i\|^2\ge0\). A sum of nonnegative terms is zero only if each term is, \(w_i>0\) then gives \(F_i=0\), and the main theorem applies to each pair.

```lean
#print axioms DurandBarthelat.dbFunctional_eq_zero_iff
-- 'DurandBarthelat.dbFunctional_eq_zero_iff' depends on axioms: [propext, Classical.choice, Quot.sound]
#print axioms DurandBarthelat.dbFunctional_real
-- 'DurandBarthelat.dbFunctional_real' depends on axioms: [propext, Classical.choice, Quot.sound]
#print axioms DurandBarthelat.dbFunctional_zero_energy
-- 'DurandBarthelat.dbFunctional_zero_energy' depends on axioms: [propext, Classical.choice, Quot.sound]
#print axioms DurandBarthelat.sum_dbFunctional_eq_zero_iff
-- 'DurandBarthelat.sum_dbFunctional_eq_zero_iff' depends on axioms: [propext, Classical.choice, Quot.sound]
```

## Another modelling

One could define \(F\) directly as the real number \(\|Ox\|^2\). Nonnegativity would be immediate and the closed form would be an equation between real numbers, but the identification with \(\langle x|O^2|x\rangle\), which is the definition used here, would then be a separate theorem, proved from the symmetry of \(O\) by the same argument as above.

## In a calculation

The fitting loop sketched here is context, not something the file proves. For trial parameters of the potential one solves the model one-electron equation in a given angular-momentum channel, normalises the solution \(y\), and reads off \(e'\). The overlap \(S\) comes from a radial quadrature or from the overlap matrix of a basis. With the target \(x\) normalised as well, the closed form gives \(F\) from \(e\), \(e'\) and \(|S|^2\) alone, so \(O\) is never built and the arbitrary sign returned by an eigensolver has no effect.
